# The transport cross section for Rutherford scattering cut off at half the mean ion spacing

In the Conwell-Weisskopf model, a carrier of kinetic energy E is deflected classically by the unscreened Coulomb field of one ion at a time, and impact parameters beyond half the mean ion spacing, n^(-1/3)/2, are left out. The theorem says that, for positive permittivity ε, charge number Z, elementary charge e, energy E and ion density n, the transport cross section is positive and equals 2πa² log(1 + (4πεE/(Ze²n^(1/3)))²), where a = Ze²/(8πεE) is the Coulomb length. The proof takes the closed form for a general cutoff from the preceding theorem and puts in the ratio of this cutoff to a. That ratio is computed in a separate step, `hr`, which is left to `ring` once the definitions are unfolded.

The first attempt, which Lean rejects:

```lean
import Mathlib

open Real Filter Topology

namespace ConwellWeisskopf

noncomputable section

/-- Rutherford deflection angle at impact parameter `b ≠ 0`, for a Coulomb length `a`
whose sign distinguishes repulsion from attraction. -/
def rutherfordAngle (a b : ℝ) : ℝ := 2 * arctan (a / b)

/-- Transport (momentum-transfer) cross section from impact parameters between `0` and `B`. -/
def transportCrossSection (a B : ℝ) : ℝ :=
  ∫ b in (0 : ℝ)..B, 2 * π * b * (1 - cos (rutherfordAngle a b))

/-- Coulomb length of a carrier of kinetic energy `E ≠ 0` at an ion of charge number `Z`,
in a medium of permittivity `ε ≠ 0`, with elementary charge `e`. -/
def coulombLength (ε Z e E : ℝ) : ℝ := Z * e ^ 2 / (8 * π * ε * E)

/-- The Conwell-Weisskopf cutoff: half the mean spacing of ions of density `n > 0`. -/
def halfSpacing (n : ℝ) : ℝ := n ^ (-(1 / 3) : ℝ) / 2

/-- The fraction of forward momentum lost in a Rutherford collision at impact parameter `b`
is `2a² / (a² + b²)`. -/
theorem one_sub_cos_rutherfordAngle (a : ℝ) {b : ℝ} (hb : b ≠ 0) :
    1 - cos (rutherfordAngle a b) = 2 * a ^ 2 / (a ^ 2 + b ^ 2) := by
  have h : a ^ 2 + b ^ 2 ≠ 0 := by positivity
  have h1 : 1 + (a / b) ^ 2 = (a ^ 2 + b ^ 2) / b ^ 2 := by
    rw [div_pow, add_div, div_self (pow_ne_zero 2 hb), add_comm]
  have h2 : b ^ 2 / (a ^ 2 + b ^ 2) = 1 - a ^ 2 / (a ^ 2 + b ^ 2) := by
    rw [eq_sub_iff_add_eq, ← add_div, add_comm (b ^ 2) (a ^ 2), div_self h]
  rw [rutherfordAngle, cos_two_mul, cos_sq_arctan, h1, one_div_div, h2]
  ring

/-- The transport cross section with cutoff `B` is `2πa² log(1 + B²/a²)`, and it diverges
when the cutoff is removed. -/
theorem transportCrossSection_eq_and_diverges {a : ℝ} (ha : a ≠ 0) :
    (∀ B, transportCrossSection a B = 2 * π * a ^ 2 * log (1 + B ^ 2 / a ^ 2)) ∧
      Tendsto (transportCrossSection a) atTop atTop := by
  have ha2 : a ^ 2 ≠ 0 := pow_ne_zero 2 ha
  -- the factor `b` removes the exceptional point `b = 0`
  have hw : ∀ b : ℝ, 2 * π * b * (1 - cos (rutherfordAngle a b)) =
      4 * π * a ^ 2 * b / (a ^ 2 + b ^ 2) := by
    intro b
    by_cases hb : b = 0
    · simp [hb]
    · rw [one_sub_cos_rutherfordAngle a hb]
      ring
  -- the logarithm is an antiderivative of the integrand
  have hd : ∀ x : ℝ, HasDerivAt (fun b : ℝ => 2 * π * a ^ 2 * log (1 + b ^ 2 / a ^ 2))
      (4 * π * a ^ 2 * x / (a ^ 2 + x ^ 2)) x := by
    intro x
    have h1 : HasDerivAt (fun b : ℝ => 1 + b ^ 2 / a ^ 2) (2 * x / a ^ 2) x :=
      (((hasDerivAt_pow 2 x).div_const (a ^ 2)).const_add 1).congr_deriv (by norm_num)
    have hp : 1 + x ^ 2 / a ^ 2 ≠ 0 := by positivity
    have e : 1 + x ^ 2 / a ^ 2 = (a ^ 2 + x ^ 2) / a ^ 2 := by
      rw [add_div, div_self ha2]
    refine ((h1.log hp).const_mul (2 * π * a ^ 2)).congr_deriv ?_
    rw [e, div_div_div_cancel_right₀ ha2]
    ring
  have hc : Continuous (fun x : ℝ => 4 * π * a ^ 2 * x / (a ^ 2 + x ^ 2)) :=
    Continuous.div (by fun_prop) (by fun_prop) (fun x => by positivity)
  have closed : ∀ B, transportCrossSection a B =
      2 * π * a ^ 2 * log (1 + B ^ 2 / a ^ 2) := by
    intro B
    simp only [transportCrossSection, hw]
    rw [intervalIntegral.integral_eq_sub_of_hasDerivAt (fun x _ => hd x)
      (hc.intervalIntegrable _ _)]
    simp
  refine ⟨closed, Tendsto.congr (fun B => (closed B).symm) ?_⟩
  have hpos : 0 < a ^ 2 := by positivity
  have hpre : 0 < 2 * π * a ^ 2 := by positivity
  have ht : Tendsto (fun B : ℝ => 1 + B ^ 2 / a ^ 2) atTop atTop :=
    tendsto_atTop_add_const_left _ _
      ((tendsto_pow_atTop two_ne_zero).atTop_div_const hpos)
  exact (tendsto_log_atTop.comp ht).const_mul_atTop hpre

/-- For positive parameters and a cutoff at half the mean ion spacing, the transport cross section
is positive and equals `2πa² log(1 + (4πεE / (Ze²n^(1/3)))²)`, where `a` is the Coulomb length. -/
theorem conwell_weisskopf_formula {ε Z e E n : ℝ} (hε : 0 < ε) (hZ : 0 < Z) (he : 0 < e)
    (hE : 0 < E) (hn : 0 < n) :
    0 < transportCrossSection (coulombLength ε Z e E) (halfSpacing n) ∧
      transportCrossSection (coulombLength ε Z e E) (halfSpacing n) =
        2 * π * coulombLength ε Z e E ^ 2 *
          log (1 + (4 * π * ε * E / (Z * e ^ 2 * n ^ (1 / 3 : ℝ))) ^ 2) := by
  have ha : 0 < coulombLength ε Z e E := by
    unfold coulombLength
    positivity
  -- ratio of the cutoff to the Coulomb length
  have hr : halfSpacing n / coulombLength ε Z e E =
      4 * π * ε * E / (Z * e ^ 2 * n ^ (1 / 3 : ℝ)) := by
    unfold halfSpacing coulombLength
    rw [rpow_neg hn.le]
    generalize n ^ (1 / 3 : ℝ) = r
    ring
  have hx : 0 < (4 * π * ε * E / (Z * e ^ 2 * n ^ (1 / 3 : ℝ))) ^ 2 := by positivity
  have hlog : 0 < log (1 + (4 * π * ε * E / (Z * e ^ 2 * n ^ (1 / 3 : ℝ))) ^ 2) :=
    log_pos (by linarith)
  rw [(transportCrossSection_eq_and_diverges ha.ne').1, ← div_pow, hr]
  exact ⟨by positivity, rfl⟩

end

end ConwellWeisskopf
```

Messages:

```
Try this:
  [apply] ring_nf
  
  The `ring` tactic failed to close the goal. Use `ring_nf` to obtain a normal form.
    
  Note that `ring` works primarily in *commutative* rings. If you have a noncommutative ring, abelian group or module, consider using `noncomm_ring`, `abel` or `module` instead.
Main.lean:92:55: error: unsolved goals
ε Z e E n : ℝ
hε : 0 < ε
hZ : 0 < Z
he : 0 < e
hE : 0 < E
hn : 0 < n
ha : 0 < coulombLength ε Z e E
r : ℝ
⊢ r⁻¹ * Z⁻¹ * e⁻¹ ^ 2 * π⁻¹⁻¹ * ε⁻¹⁻¹ * E⁻¹⁻¹ * 4 = r⁻¹ * π * ε * E * Z⁻¹ * e⁻¹ ^ 2 * 4
```

Cause. The error is an unsolved goal in `hr`. The "Try this" message comes from the same failure: `ring` could not close the goal, and Lean suggests `ring_nf`, which only normalises.

The equation left over is true, and its two sides differ only in that the left has `π⁻¹⁻¹`, `ε⁻¹⁻¹` and `E⁻¹⁻¹` where the right has `π`, `ε` and `E`. The double inverses arise because the cutoff is divided by the Coulomb length, itself a fraction with these three in its denominator. Here `ring` did not reduce `x⁻¹⁻¹` to `x`, so the two normal forms did not match.

The repair first rewrites with `div_div_eq_mul_div`, which turns `a / (b / c)` into `a * c / b`. This moves `8 * π * ε * E` into the numerator, so no double inverse arises, and `ring` closes the goal.

The mended proof, as a diff:

```diff
@@ -94,4 +94,5 @@
     rw [rpow_neg hn.le]
     generalize n ^ (1 / 3 : ℝ) = r
+    rw [div_div_eq_mul_div]
     ring
   have hx : 0 < (4 * π * ε * E / (Z * e ^ 2 * n ^ (1 / 3 : ℝ))) ^ 2 := by positivity
```
